# For fixed dipole-excited states, a ligand field that averages to zero over the symmetries of the field-free edge keeps its centroid and adds a term quadratic in the field strength to its second moment

Q: A Ti⁴⁺ ion has an empty 3d shell, and L-edge absorption lifts a 2p electron into it. Surround the ion with ligands and the lines split, shift and exchange intensity. Does anything simple survive in the isotropic spectrum?

A: The total intensity and the centroid do, if the field averages to zero over the symmetries of the free ion, and the second moment then changes by a simple rule. Let A be the core-excited Hamiltonian without the ligand field and H = A + XV the one with it, where V is Hermitian and X is a real strength. The columns of D are the dipole-excited states, one for each polarisation and initial state, and F = DD†. I keep D fixed as X varies. Within a single-configuration model this suits an empty d shell, because the field cannot rearrange the initial state.

Q: Spectra consist of lines. How do you get from them to matrices?

A: Let the columns of a unitary W be eigenstates of H with energies E_j. Line j has strength

I_j = Σ_q |(W†D)_jq|².

Since H^k = W diag(E)^k W†, cyclicity of the trace gives

tr(F H^k) = tr((W†D)(W†D)† diag(E)^k) = Σ_j E_j^k I_j.

Now take N ≥ 1 unitaries U_g that commute with A and F, with Σ_g U_g V U_g† = 0. If B commutes with every U_g, then

tr(B U_g V U_g†) = tr(U_g† B U_g V) = tr(BV).

Summing over g gives N tr(BV) = 0, so tr(BV) = 0. Next, expand the moments:

tr(FH) = tr(FA) + X tr(FV),

tr(FH²) = tr(FA²) + X tr(FAV) + X tr(FVA) + X² tr(FV²).

The last linear trace is tr(FVA) = tr(AFV). F, FA and AF all commute with the U_g, so every term linear in X vanishes. The quadratic coefficient is

tr(FV²) = tr((VD)(VD)†) = Σ_i Σ_q |(VD)_iq|² ≥ 0.

The total intensity tr F does not contain X at all. About a reference energy c,

Σ_j (E_j − c)² I_j = Σ_j E_j² I_j − 2c Σ_j E_j I_j + c² Σ_j I_j,

so this second moment rises by the same amount, X² Σ_i Σ_q |(VD)_iq|².

Q: Show me that with numbers.

A: Take A = [[0, 1], [1, 0]], V = diag(1, −1) and D = 1, with the identity and the level exchange as symmetries. At X = 3/4 the energies are ±5/4, and each line has strength 1. The centroid stays at 0. The second moment goes from 2 to 2·25/16 = 25/8, which is 2 + (9/16)·2. Divided by the total intensity 2, the variance goes from 1 to 25/16.

Q: And with only one core-excited state?

A: Then every U_g V U_g† equals V, so the averaging condition forces V = 0 and there is nothing to broaden.

Q: Now the formal side. What are the objects?

A: The finite type `n` labels the core-excited basis states, `m` the columns of D, and `G` the symmetry operations.

```lean
import Mathlib

open Matrix

namespace LigandFieldEdge

noncomputable section

variable {n m G : Type*} [Fintype n] [DecidableEq n] [Fintype m] [Fintype G]
```

The moment is the trace just used, complex-valued as Lean sees it.

```lean
/-- The `k`-th moment `trace (F H^k)` of the Hamiltonian `H` weighted by the
excitation operator `F`. -/
def moment (F H : Matrix n n ℂ) (k : ℕ) : ℂ := trace (F * H ^ k)
```

Q: Where do real energies enter?

A: In the definition of an eigenbasis. `E` is real and `W` is unitary, which makes `H` Hermitian without a separate assumption. Degenerate levels are allowed.

```lean
/-- The columns of `W` are an orthonormal basis of eigenstates of `H` with energies `E`. -/
def IsEigenbasis (H W : Matrix n n ℂ) (E : n → ℝ) : Prop :=
  W ∈ unitaryGroup n ℂ ∧ H * W = W * diagonal (fun j => (E j : ℂ))
```

The strength is the golden-rule sum of squared amplitudes, without constant prefactors or a photon-energy factor. It is not normalised, so the centroid is the first moment divided by the total intensity, provided that D ≠ 0.

```lean
/-- Strength of the line to the final state `j`: the squared transition amplitudes, summed
over the dipole-excited states that form the columns of `D`. -/
def lineStrength (W : Matrix n n ℂ) (D : Matrix n m ℂ) (j : n) : ℝ :=
  ∑ q, ‖(Wᴴ * D) j q‖ ^ 2
```

Q: The symmetry assumptions worry me. An octahedral field does not average to zero over the octahedral group.

A: No, that group leaves it unchanged. The relevant symmetries are those of the ion before the field is applied. For a one-electron field in a d shell with its barycentre shift removed, the rotations of an icosahedron are enough. `G` needs no group structure, so one unitary per rotation will do, whatever its sign.

```lean
/-- The unitaries `U g` commute with the field-free Hamiltonian `A` and with the excitation
operator `D Dᴴ`, and the rotated copies of the Hermitian ligand field `V` sum to zero. -/
structure IsLigandField (U : G → Matrix n n ℂ) (A V : Matrix n n ℂ)
    (D : Matrix n m ℂ) : Prop where
  unitary : ∀ g, U g ∈ unitaryGroup n ℂ
  comm_A : ∀ g, U g * A = A * U g
  comm_F : ∀ g, U g * (D * Dᴴ) = D * Dᴴ * U g
  hermitian : V.IsHermitian
  average : ∑ g, U g * V * (U g)ᴴ = 0
```

The field `comm_F` stands for isotropy: all polarisations and all members of a degenerate initial level enter with equal weight. Without it the centroid can move. In the two-level example, keep only the first column of D, and the centroid shifts from 0 to X.

Q: So a polarised spectrum may behave differently. What else does the model leave out?

A: Changes of the initial state with X, lifetime widths, and any continuum of final states. The sums also run over all final states, so they concern L₃ and L₂ together, not each separately.

Q: Then take me through the proof. What comes first?

A: The link between amplitudes and matrices: a diagonal element of MM† is the sum of squared moduli along that row of M.

```lean
omit [Fintype n] [DecidableEq n] in
/-- A diagonal element of `M Mᴴ` is the sum of the squared moduli of the amplitudes in
that row of `M`. -/
theorem mul_conjTranspose_diag (M : Matrix n m ℂ) (j : n) :
    (M * Mᴴ) j j = ((∑ q, ‖M j q‖ ^ 2 : ℝ) : ℂ) := by
  have h : ∀ z : ℂ, z * star z = ((‖z‖ ^ 2 : ℝ) : ℂ) := fun z => by
    rw [Complex.star_def, Complex.mul_conj, Complex.normSq_eq_norm_sq]
  simp only [Matrix.mul_apply, Matrix.conjTranspose_apply, h, Complex.ofReal_sum]
```

The next theorem turns line sums into traces. `SemiconjBy` expresses HW = W diag(E), and `pow_right` carries it to the k-th power. `Matrix.trace_mul_comm` then moves W† to the front of the trace.

```lean
/-- The energy moments of the line spectrum, computed in any orthonormal eigenbasis, are
the traces `trace (D Dᴴ H^k)`. -/
theorem lines_eq_moment {H W : Matrix n n ℂ} {E : n → ℝ} (h : IsEigenbasis H W E)
    (D : Matrix n m ℂ) (k : ℕ) :
    ((∑ j, E j ^ k * lineStrength W D j : ℝ) : ℂ) = moment (D * Dᴴ) H k := by
  have hW : W * Wᴴ = 1 := mem_unitaryGroup_iff.mp h.1
  have hs : SemiconjBy W (diagonal (fun j => (E j : ℂ))) H := h.2.symm
  have hp := (hs.pow_right k).eq
  -- spectral form of the power of the Hamiltonian
  have hH : H ^ k = W * diagonal (fun j => (E j : ℂ)) ^ k * Wᴴ := by
    rw [hp, Matrix.mul_assoc, hW, Matrix.mul_one]
  have ht : moment (D * Dᴴ) H k =
      trace ((Wᴴ * D) * (Wᴴ * D)ᴴ * diagonal (fun j => (E j : ℂ)) ^ k) := by
    rw [moment, hH, ← Matrix.mul_assoc, Matrix.trace_mul_comm]
    simp only [conjTranspose_mul, conjTranspose_conjTranspose, Matrix.mul_assoc]
  rw [ht, Matrix.diagonal_pow]
  simp only [Matrix.trace, Matrix.diag_apply, Matrix.mul_diagonal, mul_conjTranspose_diag,
    Pi.pow_apply, lineStrength, Complex.ofReal_sum, Complex.ofReal_mul, Complex.ofReal_pow]
  exact Finset.sum_congr rfl fun j _ => mul_comm _ _
```

Q: Where is the symmetry used?

A: Here. The `calc` block is the chain tr(B U_g V U_g†) = tr(BV). Summing gives the number of operations times tr(BV) equal to zero, and `Nonempty G` lets us divide by that number.

```lean
/-- If the rotated copies of `V` under a nonempty family of unitaries sum to zero, then
`trace (B V)` vanishes for every `B` that commutes with these unitaries. -/
theorem trace_mul_eq_zero [Nonempty G] {U : G → Matrix n n ℂ} {B V : Matrix n n ℂ}
    (hU : ∀ g, U g ∈ unitaryGroup n ℂ) (hB : ∀ g, U g * B = B * U g)
    (hV : ∑ g, U g * V * (U g)ᴴ = 0) : trace (B * V) = 0 := by
  -- each rotated copy has the same overlap with B
  have h : ∀ g, trace (B * (U g * V * (U g)ᴴ)) = trace (B * V) := by
    intro g
    have hu : (U g)ᴴ * U g = 1 := mem_unitaryGroup_iff'.mp (hU g)
    calc trace (B * (U g * V * (U g)ᴴ))
        = trace ((B * U g * V) * (U g)ᴴ) := by simp only [Matrix.mul_assoc]
      _ = trace ((U g)ᴴ * (B * U g * V)) := Matrix.trace_mul_comm _ _
      _ = trace ((U g)ᴴ * U g * (B * V)) := by
          rw [← hB g]; simp only [Matrix.mul_assoc]
      _ = trace (B * V) := by rw [hu, Matrix.one_mul]
  have hs : ∑ g, trace (B * (U g * V * (U g)ᴴ)) = 0 := by
    rw [← Matrix.trace_sum, ← Finset.mul_sum, hV, mul_zero, Matrix.trace_zero]
  simp only [h, Finset.sum_const, Finset.card_univ, nsmul_eq_mul] at hs
  exact (mul_eq_zero.mp hs).resolve_left (Nat.cast_ne_zero.mpr Fintype.card_ne_zero)
```

The two trace identities follow. `h1`, `h2` and `h3` are the three vanishing linear traces, and `hx` is the expansion of F(A + XV)² with the order of the factors preserved. This theorem needs neither F positive semidefinite nor V Hermitian.

```lean
/-- If `F` and `A` commute with a nonempty family of unitaries over which `V` averages to
zero, adding `X V` to `A` keeps the first moment and adds `X² trace (F V²)` to the second. -/
theorem moment_add_field [Nonempty G] {U : G → Matrix n n ℂ} {F A V : Matrix n n ℂ}
    (hU : ∀ g, U g ∈ unitaryGroup n ℂ) (hF : ∀ g, U g * F = F * U g)
    (hA : ∀ g, U g * A = A * U g) (hV : ∑ g, U g * V * (U g)ᴴ = 0) (X : ℝ) :
    moment F (A + (X : ℂ) • V) 1 = moment F A 1 ∧
    moment F (A + (X : ℂ) • V) 2 = moment F A 2 + (X : ℂ) ^ 2 * moment F V 2 := by
  have h1 : trace (F * V) = 0 := trace_mul_eq_zero hU hF hV
  have h2 : trace (F * A * V) = 0 := trace_mul_eq_zero hU
    (fun g => by rw [← mul_assoc, hF, mul_assoc, hA, mul_assoc]) hV
  have h3 : trace (F * V * A) = 0 := by
    rw [Matrix.trace_mul_comm, ← mul_assoc]
    exact trace_mul_eq_zero hU
      (fun g => by rw [← mul_assoc, hA, mul_assoc, hF, mul_assoc]) hV
  have hx : F * (A + (X : ℂ) • V) ^ 2 = F * A ^ 2 + (X : ℂ) • (F * A * V)
      + (X : ℂ) • (F * V * A) + ((X : ℂ) ^ 2) • (F * V ^ 2) := by
    simp only [pow_two, mul_add, add_mul, smul_mul_assoc, mul_smul_comm, smul_add,
      smul_smul, mul_assoc]
    abel
  constructor
  · simp only [moment, pow_one, mul_add, mul_smul_comm, Matrix.trace_add,
      Matrix.trace_smul, h1, smul_zero, add_zero]
  · simp only [moment, hx, Matrix.trace_add, Matrix.trace_smul, h2, h3, smul_eq_mul,
      mul_zero, add_zero]
```

Q: Then why call the change a broadening? A trace could be negative.

A: That is where F = DD† and Hermitian V come in. They turn tr(FV²) into a sum of squares.

```lean
/-- For a Hermitian field `V`, the second moment `trace (D Dᴴ V²)` is the total squared
norm of the dipole-excited states after `V` has acted on them. -/
theorem field_moment {V : Matrix n n ℂ} (hV : V.IsHermitian) (D : Matrix n m ℂ) :
    moment (D * Dᴴ) V 2 = ((∑ i, ∑ q, ‖(V * D) i q‖ ^ 2 : ℝ) : ℂ) := by
  have h : moment (D * Dᴴ) V 2 = trace ((V * D) * (V * D)ᴴ) := by
    rw [moment, pow_two, ← Matrix.mul_assoc, Matrix.trace_mul_comm, conjTranspose_mul, hV.eq]
    simp only [Matrix.mul_assoc]
  rw [h]
  simp only [Matrix.trace, Matrix.diag_apply, mul_conjTranspose_diag, Complex.ofReal_sum]
```

Q: And the statement about actual lines?

A: It takes any eigenbasis of A, with energies `E₀`, and any eigenbasis of A + XV, with energies `E`. It says that the total intensity and the intensity-weighted energy agree, while the second moment gains X² Σ_i Σ_q |(VD)_iq|². The proof rewrites the trace identities through `lines_eq_moment`, and `Complex.ofReal_injective` brings them back to real numbers.

```lean
/-- Sum rules for the edge: if `V` is a ligand field in the sense of `IsLigandField`, with a
nonempty family `U`, adding `X V` to `A` keeps the total intensity and the intensity-weighted
energy, and adds `X²` times the squared norm of `V D` to the second moment. -/
theorem edge_sum_rules [Nonempty G] {U : G → Matrix n n ℂ} {A V W W₀ : Matrix n n ℂ}
    {D : Matrix n m ℂ} {E E₀ : n → ℝ} {X : ℝ} (hL : IsLigandField U A V D)
    (h₀ : IsEigenbasis A W₀ E₀) (h : IsEigenbasis (A + (X : ℂ) • V) W E) :
    ∑ j, lineStrength W D j = ∑ j, lineStrength W₀ D j ∧
    ∑ j, E j * lineStrength W D j = ∑ j, E₀ j * lineStrength W₀ D j ∧
    ∑ j, E j ^ 2 * lineStrength W D j = ∑ j, E₀ j ^ 2 * lineStrength W₀ D j
      + X ^ 2 * ∑ i, ∑ q, ‖(V * D) i q‖ ^ 2 := by
  have m0 : moment (D * Dᴴ) (A + (X : ℂ) • V) 0 = moment (D * Dᴴ) A 0 := by
    simp only [moment, pow_zero]
  obtain ⟨m1, m2⟩ := moment_add_field hL.unitary hL.comm_F hL.comm_A hL.average X
  -- translate the traces into sums over spectral lines
  rw [← lines_eq_moment h, ← lines_eq_moment h₀] at m0 m1 m2
  rw [field_moment hL.hermitian] at m2
  refine ⟨?_, ?_, ?_⟩
  · simpa only [pow_zero, one_mul] using Complex.ofReal_injective m0
  · simpa only [pow_one] using Complex.ofReal_injective m1
  · apply Complex.ofReal_injective
    rw [Complex.ofReal_add, Complex.ofReal_mul, Complex.ofReal_pow]
    exact m2
```

Q: A second moment about zero energy is not a width.

A: Hence the version about any `c`. Its `key` step is the expansion of (E_j − c)², and `linear_combination` adds the sum rules for the second moment, the first moment and the total intensity with weights 1, −2c and c². If D ≠ 0, setting `c` to the common centroid and dividing by the total intensity gives the variance.

```lean
/-- If `V` is a ligand field in the sense of `IsLigandField`, with a nonempty family `U`, adding
`X V` to `A` increases the second moment of the edge about any reference energy `c` by `X²` times
the squared norm of `V D`. -/
theorem edge_broadening [Nonempty G] {U : G → Matrix n n ℂ} {A V W W₀ : Matrix n n ℂ}
    {D : Matrix n m ℂ} {E E₀ : n → ℝ} {X : ℝ} (hL : IsLigandField U A V D)
    (h₀ : IsEigenbasis A W₀ E₀) (h : IsEigenbasis (A + (X : ℂ) • V) W E) (c : ℝ) :
    ∑ j, (E j - c) ^ 2 * lineStrength W D j = ∑ j, (E₀ j - c) ^ 2 * lineStrength W₀ D j
      + X ^ 2 * ∑ i, ∑ q, ‖(V * D) i q‖ ^ 2 := by
  obtain ⟨s0, s1, s2⟩ := edge_sum_rules hL h₀ h
  have key : ∀ e s : n → ℝ, ∑ j, (e j - c) ^ 2 * s j =
      ∑ j, e j ^ 2 * s j - 2 * c * ∑ j, e j * s j + c ^ 2 * ∑ j, s j := by
    intro e s
    rw [Finset.mul_sum, Finset.mul_sum, ← Finset.sum_sub_distrib, ← Finset.sum_add_distrib]
    exact Finset.sum_congr rfl fun j _ => by ring
  rw [key, key]
  linear_combination s2 - 2 * c * s1 + c ^ 2 * s0
```

Q: Can the field be present without broadening the edge?

A: Only if V annihilates every dipole-excited state. The increase is X² times a sum of nonnegative terms, so it vanishes exactly when X = 0 or VD = 0. The proof applies `Finset.sum_eq_zero_iff_of_nonneg` twice, once for the rows and once for the columns.

```lean
/-- If `V` is a ligand field in the sense of `IsLigandField`, with a nonempty family `U`, adding
`X V` to `A` leaves the second moment about `c` unchanged exactly when `X` is zero or `V`
annihilates every dipole-excited state. -/
theorem no_broadening_iff [Nonempty G] {U : G → Matrix n n ℂ} {A V W W₀ : Matrix n n ℂ}
    {D : Matrix n m ℂ} {E E₀ : n → ℝ} {X : ℝ} (hL : IsLigandField U A V D)
    (h₀ : IsEigenbasis A W₀ E₀) (h : IsEigenbasis (A + (X : ℂ) • V) W E) (c : ℝ) :
    ∑ j, (E j - c) ^ 2 * lineStrength W D j = ∑ j, (E₀ j - c) ^ 2 * lineStrength W₀ D j
      ↔ X = 0 ∨ V * D = 0 := by
  rw [edge_broadening hL h₀ h c]
  constructor
  · intro he
    have hz : X ^ 2 * ∑ i, ∑ q, ‖(V * D) i q‖ ^ 2 = 0 := by linarith
    rcases mul_eq_zero.mp hz with hX | hS
    · exact Or.inl (pow_eq_zero_iff two_ne_zero |>.mp hX)
    · -- a vanishing sum of squares has only vanishing terms
      right
      ext i q
      have hi := (Finset.sum_eq_zero_iff_of_nonneg
        (fun i _ => Finset.sum_nonneg fun q _ => sq_nonneg ‖(V * D) i q‖)).mp hS i
        (Finset.mem_univ i)
      have hq := (Finset.sum_eq_zero_iff_of_nonneg
        (fun q _ => sq_nonneg ‖(V * D) i q‖)).mp hi q (Finset.mem_univ q)
      exact norm_eq_zero.mp (pow_eq_zero_iff two_ne_zero |>.mp hq)
  · rintro (hX | hD)
    · simp [hX]
    · simp [hD]
```

Q: Is there any case that meets all these conditions and does broaden?

A: The two-level example does. The theorem below checks all the conditions of `IsLigandField` for it and shows that VD ≠ 0.

```lean
/-- Two levels coupled by `A`, with the identity and the level exchange as symmetries and opposite
level shifts as `V` and the identity matrix as `D`, meet all conditions on a ligand field, and `V D`
is not zero. -/
theorem isLigandField_witness :
    IsLigandField (![!![1, 0; 0, 1], !![0, 1; 1, 0]] : Fin 2 → Matrix (Fin 2) (Fin 2) ℂ)
      !![0, 1; 1, 0] !![1, 0; 0, -1] (1 : Matrix (Fin 2) (Fin 2) ℂ) ∧
    (!![1, 0; 0, -1] : Matrix (Fin 2) (Fin 2) ℂ) * (1 : Matrix (Fin 2) (Fin 2) ℂ) ≠ 0 := by
  refine ⟨⟨?_, ?_, ?_, ?_, ?_⟩, ?_⟩
  · intro g
    rw [mem_unitaryGroup_iff]
    fin_cases g <;> ext i j <;> fin_cases i <;> fin_cases j <;>
      simp [Matrix.star_eq_conjTranspose, Matrix.mul_apply, Fin.sum_univ_succ]
  · intro g
    fin_cases g <;> ext i j <;> fin_cases i <;> fin_cases j <;>
      simp [Matrix.mul_apply, Fin.sum_univ_succ]
  · intro g
    simp
  · refine Matrix.IsHermitian.ext fun i j => ?_
    fin_cases i <;> fin_cases j <;> simp
  · -- both symmetry matrices are Hermitian
    have e1 : (!![1, 0; 0, 1] : Matrix (Fin 2) (Fin 2) ℂ)ᴴ = !![1, 0; 0, 1] := by
      ext i j
      fin_cases i <;> fin_cases j <;> simp
    have e2 : (!![0, 1; 1, 0] : Matrix (Fin 2) (Fin 2) ℂ)ᴴ = !![0, 1; 1, 0] := by
      ext i j
      fin_cases i <;> fin_cases j <;> simp
    ext i j
    fin_cases i <;> fin_cases j <;> simp [e1, e2, Fin.sum_univ_succ]
  · intro h
    have h00 := congrFun (congrFun h 0) 0
    simp at h00

end

end LigandFieldEdge
```

```lean
#print axioms LigandFieldEdge.moment_add_field
#print axioms LigandFieldEdge.no_broadening_iff
```

```
'LigandFieldEdge.moment_add_field' depends on axioms: [propext, Classical.choice, Quot.sound]
'LigandFieldEdge.no_broadening_iff' depends on axioms: [propext, Classical.choice, Quot.sound]
```

Q: What would I do with this in a simulation?

A: In a finite ligand-field multiplet calculation with fixed dipole-excited states and a field that averages to zero, you can compare the moments of the computed isotropic lines at two values of X. A centroid that drifts by more than rounding points to a broken assumption or an error in the code, for example a barycentre shift left in V.
